# Gaskell's Jastrow factor is the unique minimizer of the RPA energy of a stable density mode

A variational Monte Carlo run for the electron gas in a periodic cell can start from a Jastrow factor specified by a number $u_k$ for each nonzero wave vector of the cell. Gaskell's formula gives that number in closed form, and it gives the lowest energy within a random phase approximation (RPA) that treats the density modes of the trial function as independent.

In Lean 4 with Mathlib:

```lean
import Mathlib

open Real

namespace GaskellJastrow

noncomputable section

/-- Energy of one density mode of wave number `k` as a function of the structure factor `S`,
at density `n`, interaction `v` and noninteracting structure factor `S0`, in units `ħ = m = 1`.
The domain is `S ≠ 0`, `S0 ≠ 0`. -/
def modeEnergy (k n v S0 S : ℝ) : ℝ :=
  k ^ 2 / 8 * S * (1 / S - 1 / S0) ^ 2 + n * v * S / 2

/-- The inverse RPA structure factor `√(1/S0² + 4nv/k²)`, for `k ≠ 0`, `S0 ≠ 0` and a nonnegative
radicand. -/
def invStructure (k n v S0 : ℝ) : ℝ :=
  √(1 / S0 ^ 2 + 4 * n * v / k ^ 2)

/-- The RPA structure factor, defined where `invStructure` is defined and nonzero. -/
def rpaStructure (k n v S0 : ℝ) : ℝ := 1 / invStructure k n v S0

/-- The structure factor that the RPA relation `1/S = 1/S0 + 2nu` assigns to a Jastrow factor
`u`, for `S0 ≠ 0` and `1/S0 + 2nu ≠ 0`. -/
def jastrowStructure (n S0 u : ℝ) : ℝ := 1 / (1 / S0 + 2 * n * u)

/-- Gaskell's Jastrow factor, `2nu = √(1/S0² + 4nv/k²) - 1/S0`, for nonzero `k`, `n`, `S0` and a
nonnegative radicand. -/
def gaskell (k n v S0 : ℝ) : ℝ := (invStructure k n v S0 - 1 / S0) / (2 * n)

/-- In terms of the Jastrow factor `u`, the mode energy is a kinetic term `k²n²u²S/2` plus the
interaction term `nvS/2`. -/
theorem modeEnergy_jastrow (k n v S0 u : ℝ) :
    modeEnergy k n v S0 (jastrowStructure n S0 u) =
      k ^ 2 * n ^ 2 * u ^ 2 * jastrowStructure n S0 u / 2
        + n * v * jastrowStructure n S0 u / 2 := by
  have h : 1 / jastrowStructure n S0 u = 1 / S0 + 2 * n * u := by
    unfold jastrowStructure
    rw [one_div_one_div]
  unfold modeEnergy
  rw [h]
  ring

/-- For positive `k`, `S0` and `S`, the mode energy is a term in `1/S`, a term linear in `S`,
and a constant. -/
theorem modeEnergy_expand {k n v S0 S : ℝ} (hk : 0 < k) (h0 : 0 < S0) (hS : 0 < S) :
    modeEnergy k n v S0 S =
      k ^ 2 / 8 * (1 / S + S * (1 / S0 ^ 2 + 4 * n * v / k ^ 2)) - k ^ 2 / (4 * S0) := by
  unfold modeEnergy
  field_simp
  ring

/-- If `k` and `S0` are positive and `k² + 4nvS0² > 0`, the inverse RPA structure factor is
positive and its square is `1/S0² + 4nv/k²`. -/
theorem invStructure_spec {k n v S0 : ℝ} (hk : 0 < k) (h0 : 0 < S0)
    (hst : 0 < k ^ 2 + 4 * n * v * S0 ^ 2) :
    0 < invStructure k n v S0 ∧
      invStructure k n v S0 ^ 2 = 1 / S0 ^ 2 + 4 * n * v / k ^ 2 := by
  have h : 0 < 1 / S0 ^ 2 + 4 * n * v / k ^ 2 := by
    rw [div_add_div _ _ (pow_ne_zero 2 h0.ne') (pow_ne_zero 2 hk.ne')]
    exact div_pos (by linarith) (by positivity)
  exact ⟨Real.sqrt_pos.mpr h, Real.sq_sqrt h.le⟩

/-- Completing the square: for positive `k`, `S0`, `S` and `k² + 4nvS0² > 0`, the mode energy is
a constant plus a nonnegative term proportional to `(1 - RS)²/S`, where `R` is the inverse RPA
structure factor. -/
theorem modeEnergy_eq_square {k n v S0 S : ℝ} (hk : 0 < k) (h0 : 0 < S0)
    (hst : 0 < k ^ 2 + 4 * n * v * S0 ^ 2) (hS : 0 < S) :
    modeEnergy k n v S0 S = k ^ 2 / 4 * (invStructure k n v S0 - 1 / S0)
      + k ^ 2 / 8 * (1 - invStructure k n v S0 * S) ^ 2 / S := by
  rw [modeEnergy_expand hk h0 hS, ← (invStructure_spec hk h0 hst).2]
  field_simp
  ring

/-- For positive `k` and `S0` with `k² + 4nvS0² > 0`, the RPA structure factor is the unique
minimizer of the mode energy over `S > 0`, and the minimum is `(k²/4)(√(1/S0² + 4nv/k²) - 1/S0)`. -/
theorem rpaStructure_unique_min {k n v S0 : ℝ} (hk : 0 < k) (h0 : 0 < S0)
    (hst : 0 < k ^ 2 + 4 * n * v * S0 ^ 2) :
    0 < rpaStructure k n v S0 ∧
    modeEnergy k n v S0 (rpaStructure k n v S0) =
      k ^ 2 / 4 * (invStructure k n v S0 - 1 / S0) ∧
    ∀ S, 0 < S → S ≠ rpaStructure k n v S0 →
      modeEnergy k n v S0 (rpaStructure k n v S0) < modeEnergy k n v S0 S := by
  have hR := (invStructure_spec hk h0 hst).1
  have hpos : 0 < rpaStructure k n v S0 := one_div_pos.mpr hR
  have hone : invStructure k n v S0 * rpaStructure k n v S0 = 1 :=
    mul_one_div_cancel hR.ne'
  -- the square vanishes at the RPA structure factor
  have hmin : modeEnergy k n v S0 (rpaStructure k n v S0) =
      k ^ 2 / 4 * (invStructure k n v S0 - 1 / S0) := by
    rw [modeEnergy_eq_square hk h0 hst hpos, hone]
    simp
  refine ⟨hpos, hmin, fun S hS hne => ?_⟩
  -- and nowhere else
  have hsq : 1 - invStructure k n v S0 * S ≠ 0 := by
    intro h
    apply hne
    unfold rpaStructure
    rw [eq_div_iff hR.ne']
    linear_combination -h
  have h2 : 0 < (1 - invStructure k n v S0 * S) ^ 2 := by positivity
  have h3 : 0 < k ^ 2 / 8 * (1 - invStructure k n v S0 * S) ^ 2 / S :=
    div_pos (mul_pos (by positivity) h2) hS
  rw [hmin, modeEnergy_eq_square hk h0 hst hS]
  linarith

/-- For positive `k`, `n`, `S0` with `k² + 4nvS0² > 0`, Gaskell's factor is the unique minimizer
of the mode energy among all Jastrow factors `u` with `1/S0 + 2nu > 0`. -/
theorem gaskell_unique_min {k n v S0 : ℝ} (hk : 0 < k) (hn : 0 < n) (h0 : 0 < S0)
    (hst : 0 < k ^ 2 + 4 * n * v * S0 ^ 2) :
    0 < 1 / S0 + 2 * n * gaskell k n v S0 ∧
    ∀ u, 0 < 1 / S0 + 2 * n * u → u ≠ gaskell k n v S0 →
      modeEnergy k n v S0 (jastrowStructure n S0 (gaskell k n v S0)) <
        modeEnergy k n v S0 (jastrowStructure n S0 u) := by
  have hR := (invStructure_spec hk h0 hst).1
  have hg : 1 / S0 + 2 * n * gaskell k n v S0 = invStructure k n v S0 := by
    have h : 2 * n * gaskell k n v S0 = invStructure k n v S0 - 1 / S0 := by
      unfold gaskell
      field_simp
    linarith
  -- Gaskell's factor reproduces the RPA structure factor
  have hS : jastrowStructure n S0 (gaskell k n v S0) = rpaStructure k n v S0 := by
    unfold jastrowStructure rpaStructure
    rw [hg]
  refine ⟨by rw [hg]; exact hR, fun u hu hne => ?_⟩
  rw [hS]
  refine (rpaStructure_unique_min hk h0 hst).2.2 _ (one_div_pos.mpr hu) ?_
  -- different Jastrow factors have different structure factors
  intro h
  unfold jastrowStructure rpaStructure at h
  rw [div_eq_div_iff hu.ne' hR.ne'] at h
  have h2n : 2 * n ≠ 0 := by positivity
  exact hne (mul_left_cancel₀ h2n (by linarith))

/-- For positive `k` and `S0` with `k² + 4nvS0² ≤ 0`, the mode energy strictly decreases with
`S` on `S > 0`. -/
theorem modeEnergy_decreasing {k n v S0 S T : ℝ} (hk : 0 < k) (h0 : 0 < S0)
    (hun : k ^ 2 + 4 * n * v * S0 ^ 2 ≤ 0) (hS : 0 < S) (hST : S < T) :
    modeEnergy k n v S0 T < modeEnergy k n v S0 S := by
  have hc : 1 / S0 ^ 2 + 4 * n * v / k ^ 2 ≤ 0 := by
    rw [div_add_div _ _ (pow_ne_zero 2 h0.ne') (pow_ne_zero 2 hk.ne')]
    exact div_nonpos_of_nonpos_of_nonneg (by linarith) (by positivity)
  have h1 : 1 / T < 1 / S := one_div_lt_one_div_of_lt hS hST
  have h2 := mul_le_mul_of_nonpos_right hST.le hc
  have hk8 : 0 < k ^ 2 / 8 := by positivity
  rw [modeEnergy_expand hk h0 (hS.trans hST), modeEnergy_expand hk h0 hS]
  have h3 := mul_lt_mul_of_pos_left (add_lt_add_of_lt_of_le h1 h2) hk8
  linarith

/-- For the Coulomb interaction `v = 4π/k²` and positive `k`, `n`, `S0`, Gaskell's factor
satisfies `2ω - k²/S0 ≤ 2nk²u ≤ 2ω`, where `ω = √(4πn)` is the plasma frequency. -/
theorem gaskell_coulomb_bounds {k n S0 : ℝ} (hk : 0 < k) (hn : 0 < n) (h0 : 0 < S0) :
    2 * √(4 * π * n) - k ^ 2 / S0 ≤ 2 * n * k ^ 2 * gaskell k n (4 * π / k ^ 2) S0 ∧
      2 * n * k ^ 2 * gaskell k n (4 * π / k ^ 2) S0 ≤ 2 * √(4 * π * n) := by
  have hst : 0 < k ^ 2 + 4 * n * (4 * π / k ^ 2) * S0 ^ 2 := by positivity
  obtain ⟨hR, hsq⟩ := invStructure_spec hk h0 hst
  have hu : 2 * n * k ^ 2 * gaskell k n (4 * π / k ^ 2) S0 =
      k ^ 2 * invStructure k n (4 * π / k ^ 2) S0 - k ^ 2 / S0 := by
    unfold gaskell
    field_simp
  have hw : √(4 * π * n) ^ 2 = 4 * π * n := Real.sq_sqrt (by positivity)
  have hw0 : 0 ≤ √(4 * π * n) := Real.sqrt_nonneg _
  have hx : 0 < k ^ 2 / S0 := by positivity
  have hy : 0 < k ^ 2 * invStructure k n (4 * π / k ^ 2) S0 := by positivity
  -- the scaled root is the hypotenuse over `k²/S0` and `2ω`
  have hyp : (k ^ 2 * invStructure k n (4 * π / k ^ 2) S0) ^ 2 =
      (k ^ 2 / S0) ^ 2 + 4 * √(4 * π * n) ^ 2 := by
    rw [mul_pow, hsq, hw]
    field_simp
  rw [hu]
  generalize k ^ 2 * invStructure k n (4 * π / k ^ 2) S0 = y at *
  generalize k ^ 2 / S0 = x at *
  generalize √(4 * π * n) = w at *
  constructor
  · have h : 2 * w ≤ y := by nlinarith [mul_pos hx hx]
    linarith
  · have h : y ≤ x + 2 * w := by nlinarith [mul_nonneg hx.le hw0]
    linarith

end

end GaskellJastrow
```

```lean
#print axioms GaskellJastrow.modeEnergy_jastrow
#print axioms GaskellJastrow.gaskell_unique_min
#print axioms GaskellJastrow.modeEnergy_decreasing
#print axioms GaskellJastrow.gaskell_coulomb_bounds
```

```
'GaskellJastrow.modeEnergy_jastrow' depends on axioms: [propext, Classical.choice, Quot.sound]
'GaskellJastrow.gaskell_unique_min' depends on axioms: [propext, Classical.choice, Quot.sound]
'GaskellJastrow.modeEnergy_decreasing' depends on axioms: [propext, Classical.choice, Quot.sound]
'GaskellJastrow.gaskell_coulomb_bounds' depends on axioms: [propext, Classical.choice, Quot.sound]
```

## The energy of one density mode

Take the trial function $\Psi = D\,\exp\bigl(-\sum_{i<j}u(r_{ij})\bigr)$, where $D$ is the Slater determinant of the free gas, $n$ is the density and $\hbar=m=1$. Let $S_0$ be the structure factor of $D$ at wave number $k$, $S$ that of $\Psi$, and $u$ the Fourier component of the Jastrow function at $k$. If the density modes are treated as independent Gaussian variables, the inverse variances contributed by $|D|^2$ and by the squared Jastrow factor add:

$$\frac1S=\frac1{S_0}+2nu .$$

This is the RPA relation, and `jastrowStructure` takes it as a definition. In the same approximation the Jastrow factor costs the kinetic energy $k^2n^2u^2S/2$, and the interaction, with Fourier component $v$, contributes $nvS/2$ up to a constant. Substituting $2nu=1/S-1/S_0$ gives

$$E(S)=\frac{k^2}{8}\,S\left(\frac1S-\frac1{S_0}\right)^2+\frac{nvS}{2},$$

which is `modeEnergy`. The theorem `modeEnergy_jastrow` confirms that the two forms agree. The terms "RPA energy" and "RPA structure factor" refer here to this Gaussian treatment of the trial function. The ring-diagram RPA, built on the Lindhard response function, in general gives different values.

## Completing the square

Write $R=\sqrt{1/S_0^2+4nv/k^2}$, which is `invStructure`. The radicand equals $(k^2+4nvS_0^2)/(k^2S_0^2)$, so it is positive exactly when $k^2+4nvS_0^2>0$. Assume this condition. Expanding the energy gives

$$E(S)=\frac{k^2}{8}\left(\frac1S+R^2S\right)-\frac{k^2}{4S_0}.$$

Since $1/S+R^2S=(1-RS)^2/S+2R$, this becomes

$$E(S)=\frac{k^2}{4}\left(R-\frac1{S_0}\right)+\frac{k^2}{8}\,\frac{(1-RS)^2}{S}.$$

For $S>0$ the last term is nonnegative and vanishes only at $S=1/R$. That point is therefore the unique minimizer, and the first term is the minimum. Setting $1/S_0+2nu=R$ gives Gaskell's factor

$$u^*=\frac{1}{2n}\left(\sqrt{\frac1{S_0^2}+\frac{4nv}{k^2}}-\frac1{S_0}\right).$$

In the file, `invStructure_spec` supplies $R>0$ and the value of $R^2$, `modeEnergy_expand` is the expansion, and `modeEnergy_eq_square` is the completed square. In `rpaStructure_unique_min`, the step `hsq` shows that $1-RS\neq0$ whenever $S\ne 1/R$, so the extra term is strictly positive.

The theorem `gaskell_unique_min` carries the result over to Jastrow factors. It compares $u^*$ with every real $u$ for which $1/S_0+2nu>0$, the condition for a positive structure factor. Its proof first checks that $u^*$ produces $S=1/R$. It then shows that any other $u$ produces a different $S$: equal structure factors would give $1/S_0+2nu=R$, and cancelling $2n$ would give $u=u^*$.

## Attraction and the loss of a minimum

The interaction need not be repulsive. The hypothesis `hst`, $k^2+4nvS_0^2>0$, is a stability condition: any attraction must be weak enough for the kinetic cost to hold the density wave at a finite amplitude. Every $v\ge0$ satisfies it when $n>0$.

If instead $k^2+4nvS_0^2\le0$, the coefficient $c=1/S_0^2+4nv/k^2$ is nonpositive. Then $1/S+cS$ strictly decreases as $S$ grows, because its first term does and its second does not increase. This is `modeEnergy_decreasing`. The energy always falls when $S$ is raised, so there is no minimizer on $S>0$, and the model favours ever larger density fluctuations.

## The plasmon tail for Coulomb repulsion

For electrons in atomic units, $v=4\pi/k^2$ and the plasma frequency is $\omega=\sqrt{4\pi n}$. Put $x=k^2/S_0$ and $y=k^2R$. Then

$$y^2=x^2+4\omega^2,\qquad 2nk^2u^*=y-x .$$

So $y$ is the hypotenuse of a right triangle with legs $x$ and $2\omega$, which gives $2\omega\le y\le x+2\omega$ and hence

$$2\omega-\frac{k^2}{S_0}\;\le\;2nk^2u^*\;\le\;2\omega .$$

In `gaskell_coulomb_bounds`, `hyp` is the Pythagorean identity, and the two `nlinarith` calls compare squares to obtain the two inequalities. The bounds hold at every $k>0$. For the free gas $S_0$ is proportional to $k$ at small $k$, so $k^2/S_0$ tends to zero and $u^*$ approaches $\omega/(nk^2)$. In real space this is the long-range tail $1/(\omega r)$.

## From the formula to a trial function

For $N$ electrons in a cubic cell of side $L$, the density is $n=N/L^3$ and the wave vectors are $\mathbf k=(2\pi/L)\,\mathbf m$ with $\mathbf m$ a nonzero integer vector. For the unpolarized gas with Fermi wave number $k_F$, one may use the infinite-system value

$$S_0(k)=\frac{3k}{4k_F}-\frac{k^3}{16k_F^3}\quad(k\le2k_F),\qquad S_0(k)=1\quad(k>2k_F).$$

Inserting this and $v=4\pi/k^2$ into Gaskell's formula gives $u^*_k$ for each vector, and the pair function is

$$u(\mathbf r)=\frac1{L^3}\sum_{\mathbf k\neq0}u^*_k\,e^{i\mathbf k\cdot\mathbf r},$$

with the sum truncated at a chosen cutoff. The component $\mathbf k=0$ is left out, in line with the assumption $k>0$.

## What the model leaves out

The variables `k`, `n`, `v` and `S0` are independent real numbers describing one mode. Neither the RPA relation nor the mode energy is derived from the many-electron Hamiltonian; coupling between modes is neglected, and one $u$ serves all spin pairs. For electronic structure, the result therefore identifies the optimal pair correlation of this independent-mode model, while the factor that minimizes the full variational energy can differ from it, especially at short distances.
